# Second-order self-energy of weak, mean-zero site disorder: covariance times Green matrix element

## Does a correlated alloy still have a site-diagonal self-energy?

Suppose I describe an alloy by a weighted list of whole configurations instead of independent sites, so that neighbouring site energies can be correlated. The disorder is still diagonal in every configuration. Does the self-energy of the averaged Green matrix stay diagonal too, at least for weak disorder? If not, at what order does it start to connect different sites?

## Correlated neighbours enter at order $x^2$

The list of configurations keeps the joint statistics of the sites, and these decide the answer. Configuration $a$ has weight $p_a$ and real site energies $v_{ai}$, with $V_a=\mathrm{diag}(v_{ai})$. Let $W=z-H_0$ be the invertible reference matrix, with $z$ the energy and $H_0$ the ordered Hamiltonian, and let $G=W^{-1}$. For disorder strength $x$, define

$$R_a=(W-xV_a)^{-1},\quad A=\sum_a p_aR_a,\quad S=W-A^{-1}.$$

Assume $\sum_a p_a=1$ and $\sum_a p_av_{ai}=0$ for each site $i$: the mean site energies have been absorbed into $W$. The covariance is $C_{ij}=\sum_a p_av_{ai}v_{aj}$.

Multiplying $(W-xV_a)R_a=1$ by $G$ from the left, and $R_a(W-xV_a)=1$ by $G$ from the right, gives

$$R_a=G+xGV_aR_a,\qquad R_a=G+xR_aV_aG.$$

Inserting the second into the first,

$$R_a=G+xGV_aG+x^2GV_aR_aV_aG.$$

The average removes the linear term. With $M=\sum_a p_aV_aR_aV_a$,

$$A=G+x^2GMG,\qquad WA=1+x^2MG,$$

$$S=(WA-1)A^{-1}=x^2MGA^{-1}.$$

As $x\to0$, each $R_a\to G$, so $A\to G$ and $A^{-1}\to W$. Hence, for $x\neq0$,

$$\frac{S_{ij}}{x^2}\to\sum_a p_av_{ai}G_{ij}v_{aj}=C_{ij}G_{ij}.$$

So the self-energy connects sites $i\neq j$ at second order exactly when $C_{ij}$ and $G_{ij}$ are both nonzero. In this finite, non-interacting model, that is the intersite term which a site-diagonal self-energy, as in the single-site CPA, leaves out.

It is easy to take $x^2M$, the averaged T-matrix, for $S$. The two share their second-order coefficient but differ in general by the factor $GA^{-1}$.

For uncorrelated sites, $C_{ij}=0$ when $i\ne j$, and the intersite limit is zero. This does not make $S_{ij}$ itself zero, since higher orders may remain.

A two-site molecule shows the effect exactly. With zero mean site energies and hopping $-1$, the energy $z=0$ gives $W=\begin{pmatrix}0&1\\1&0\end{pmatrix}$. Let the site energies $\pm(1,s)$ be equally likely. With $y=\pm x$,

$$R=\frac{1}{1-sy^2}\begin{pmatrix}ys&1\\1&y\end{pmatrix}.$$

The diagonal cancels in the average, so $A=W/(1-sx^2)$. Since $W^2=1$, $S=sx^2W$ whenever $sx^2\ne1$. At this energy and for small nonzero $x$, like neighbours ($s>0$) weaken the effective coupling $1-sx^2$ and unlike ones ($s<0$) strengthen it. The trend depends on the energy: for real $z$ outside the two levels $\pm1$ of $H_0$, $G_{12}=1/(1-z^2)$ is negative and the second-order effect has the opposite sign.

## The statement and its proof in Lean

The types `n` and `ι` hold the sites and the configurations, both finite. `green`, `avgGreen`, `scattering` and `selfEnergy` are $R_a$, $A$, $M$ and $S$. `IsUnit W.det` says that $W$ is invertible, so $z$ is not an eigenvalue of $H_0$. The weights need not be nonnegative.

`selfEnergy_second_order` states that all the inverses exist for every $x$ close enough to zero (`∀ᶠ x : ℝ in 𝓝 0`), and that the limit holds as $x$ approaches zero through nonzero values (`𝓝[≠] 0`). It gives no size for that neighbourhood. Infinite crystals, random hopping and the CPA self-consistency condition lie beyond the model.

```lean
import Mathlib

open Filter Topology

namespace ShortRangeOrderSelfEnergy

noncomputable section

variable {n ι : Type*} [Fintype n] [DecidableEq n] [Fintype ι]

/-- The diagonal potential of configuration `a`, with real site energies `v a i`. -/
def sitePotential (v : ι → n → ℝ) (a : ι) : Matrix n n ℂ :=
  Matrix.diagonal fun i => (v a i : ℂ)

/-- The Green matrix `(W - x V_a)⁻¹` of configuration `a` at disorder strength `x`,
meant for invertible `W - x V_a`. -/
def green (W : Matrix n n ℂ) (v : ι → n → ℝ) (x : ℝ) (a : ι) : Matrix n n ℂ :=
  (W - (x : ℂ) • sitePotential v a)⁻¹

/-- The configuration average of the Green matrix, with weights `p a`,
meant for invertible `W - x V_a`. -/
def avgGreen (W : Matrix n n ℂ) (p : ι → ℝ) (v : ι → n → ℝ) (x : ℝ) : Matrix n n ℂ :=
  ∑ a, (p a : ℂ) • green W v x a

/-- The self-energy `W - A⁻¹`, where `A` is the averaged Green matrix, meant for
invertible `W - x V_a` and invertible `A`. -/
def selfEnergy (W : Matrix n n ℂ) (p : ι → ℝ) (v : ι → n → ℝ) (x : ℝ) : Matrix n n ℂ :=
  W - (avgGreen W p v x)⁻¹

/-- The second moment of the energies of sites `i` and `j`; for site energies of mean zero
and weights summing to one it is their covariance. -/
def covariance (p : ι → ℝ) (v : ι → n → ℝ) (i j : n) : ℝ :=
  ∑ a, p a * v a i * v a j

/-- The average of `V_a (W - x V_a)⁻¹ V_a`: two scatterings with full propagation in between,
meant for invertible `W - x V_a`. -/
def scattering (W : Matrix n n ℂ) (p : ι → ℝ) (v : ι → n → ℝ) (x : ℝ) : Matrix n n ℂ :=
  ∑ a, (p a : ℂ) • (sitePotential v a * green W v x a * sitePotential v a)

/-- The Dyson equation iterated twice, with exact remainder, for invertible `W` and
invertible `W - t V`. -/
theorem dyson_twice (W V : Matrix n n ℂ) (t : ℂ) (hW : IsUnit W.det)
    (h : IsUnit (W - t • V).det) :
    (W - t • V)⁻¹ = W⁻¹ + t • (W⁻¹ * V * W⁻¹)
      + t ^ 2 • (W⁻¹ * V * (W - t • V)⁻¹ * V * W⁻¹) := by
  have e1 := Matrix.nonsing_inv_mul _ h
  have e2 := Matrix.mul_nonsing_inv _ h
  have g1 := Matrix.nonsing_inv_mul _ hW
  have g2 := Matrix.mul_nonsing_inv _ hW
  generalize (W - t • V)⁻¹ = R at e1 e2 ⊢
  generalize W⁻¹ = G at g1 g2 ⊢
  -- the Dyson equation, with the free propagator on the left and on the right
  have h1 : R = G + t • (G * V * R) := by
    have k : G * ((W - t • V) * R) = G := by rw [e2, mul_one]
    rw [← mul_assoc, mul_sub, g1, sub_mul, one_mul, mul_smul_comm, smul_mul_assoc] at k
    exact sub_eq_iff_eq_add.mp k
  have h2 : R = G + t • (R * V * G) := by
    have k : (R * (W - t • V)) * G = G := by rw [e1, one_mul]
    rw [mul_sub, sub_mul, mul_assoc R W G, g2, mul_one, mul_smul_comm, smul_mul_assoc] at k
    exact sub_eq_iff_eq_add.mp k
  calc R = G + t • (G * V * R) := h1
    _ = G + t • (G * V * (G + t • (R * V * G))) := by rw [← h2]
    _ = _ := by
      simp only [mul_add, smul_add, mul_smul_comm, smul_smul, mul_assoc, pow_two, add_assoc]

/-- For weights summing to one and site energies of mean zero, the averaged Green matrix is
`W⁻¹ + x² W⁻¹ M W⁻¹`, where `M` is `scattering W p v x`, provided `W` and all `W - x V_a` are
invertible. -/
theorem avgGreen_eq (W : Matrix n n ℂ) (p : ι → ℝ) (v : ι → n → ℝ) (x : ℝ)
    (hW : IsUnit W.det) (hp : ∑ a, p a = 1) (hmean : ∀ i, ∑ a, p a * v a i = 0)
    (h : ∀ a, IsUnit (W - (x : ℂ) • sitePotential v a).det) :
    avgGreen W p v x = W⁻¹ + (x : ℂ) ^ 2 • (W⁻¹ * scattering W p v x * W⁻¹) := by
  have hp' : ∑ a, (p a : ℂ) = 1 := by exact_mod_cast hp
  have hV : ∑ a, (p a : ℂ) • sitePotential v a = 0 := by
    ext i j
    by_cases hij : i = j
    · subst hij
      have k : ∑ a, (p a : ℂ) * (v a i : ℂ) = 0 := by exact_mod_cast hmean i
      simpa [sitePotential, Matrix.sum_apply] using k
    · simp [sitePotential, Matrix.sum_apply, hij]
  calc avgGreen W p v x
      = ∑ a, (p a : ℂ) • (W⁻¹ + (x : ℂ) • (W⁻¹ * sitePotential v a * W⁻¹)
          + (x : ℂ) ^ 2 • (W⁻¹ * sitePotential v a * green W v x a
            * sitePotential v a * W⁻¹)) := by
        unfold avgGreen
        exact Finset.sum_congr rfl fun a _ =>
          congrArg (fun M => (p a : ℂ) • M) (dyson_twice W (sitePotential v a) x hW (h a))
    _ = (∑ a, (p a : ℂ)) • W⁻¹
          + (x : ℂ) • (W⁻¹ * (∑ a, (p a : ℂ) • sitePotential v a) * W⁻¹)
          + (x : ℂ) ^ 2 • (W⁻¹ * scattering W p v x * W⁻¹) := by
        simp only [scattering, Finset.sum_smul, Finset.mul_sum, Finset.sum_mul,
          Finset.smul_sum, ← Finset.sum_add_distrib]
        refine Finset.sum_congr rfl fun a _ => ?_
        simp only [mul_smul_comm, smul_mul_assoc, mul_assoc]
        module
    _ = _ := by rw [hp', hV, one_smul, mul_zero, zero_mul, smul_zero, add_zero]

/-- Exact form of the self-energy for weights summing to one and site energies of mean zero,
when `W`, all `W - x V_a` and the averaged Green matrix are invertible. -/
theorem selfEnergy_eq (W : Matrix n n ℂ) (p : ι → ℝ) (v : ι → n → ℝ) (x : ℝ)
    (hW : IsUnit W.det) (hp : ∑ a, p a = 1) (hmean : ∀ i, ∑ a, p a * v a i = 0)
    (h : ∀ a, IsUnit (W - (x : ℂ) • sitePotential v a).det)
    (hA : IsUnit (avgGreen W p v x).det) :
    selfEnergy W p v x
      = (x : ℂ) ^ 2 • (scattering W p v x * W⁻¹ * (avgGreen W p v x)⁻¹) := by
  have g := Matrix.mul_nonsing_inv _ hW
  have h1 : W * avgGreen W p v x = 1 + (x : ℂ) ^ 2 • (scattering W p v x * W⁻¹) := by
    rw [avgGreen_eq W p v x hW hp hmean h, mul_add, g, mul_smul_comm, ← mul_assoc,
      ← mul_assoc, g, one_mul]
  have h2 := Matrix.mul_nonsing_inv _ hA
  calc selfEnergy W p v x = W - (avgGreen W p v x)⁻¹ := rfl
    _ = (W * avgGreen W p v x - 1) * (avgGreen W p v x)⁻¹ := by
      rw [sub_mul, one_mul, mul_assoc, h2, mul_one]
    _ = _ := by rw [h1, add_sub_cancel_left, smul_mul_assoc]

/-- If matrices `F x` with a real parameter `x` tend to an invertible matrix `B` along a filter,
then their inverses tend to `B⁻¹`, and `F x` is eventually invertible along that filter. -/
theorem inverse_stable {l : Filter ℝ} {F : ℝ → Matrix n n ℂ} {B : Matrix n n ℂ}
    (h : Tendsto F l (𝓝 B)) (hB : IsUnit B.det) :
    Tendsto (fun x => (F x)⁻¹) l (𝓝 B⁻¹) ∧ ∀ᶠ x in l, IsUnit (F x).det := by
  have hd : Continuous fun M : Matrix n n ℂ => M.det := continuous_id.matrix_det
  have ha : Continuous fun M : Matrix n n ℂ => M.adjugate := continuous_id.matrix_adjugate
  have hdet := (hd.tendsto B).comp h
  constructor
  · simp only [Matrix.inv_def, Ring.inverse_eq_inv']
    exact (hdet.inv₀ hB.ne_zero).smul ((ha.tendsto B).comp h)
  · have hn : ∀ᶠ z in 𝓝 B.det, z ≠ 0 := isOpen_ne.mem_nhds hB.ne_zero
    filter_upwards [hdet.eventually hn] with x hx
    exact isUnit_iff_ne_zero.mpr hx

/-- For invertible `W`, weights summing to one and real site energies of mean zero, all inverses
in the self-energy exist at weak disorder, and its `i j` entry divided by `x²` tends to the
covariance of the two site energies times the entry `i j` of `W⁻¹`. -/
theorem selfEnergy_second_order (W : Matrix n n ℂ) (p : ι → ℝ) (v : ι → n → ℝ)
    (hW : IsUnit W.det) (hp : ∑ a, p a = 1) (hmean : ∀ i, ∑ a, p a * v a i = 0) :
    (∀ᶠ x : ℝ in 𝓝 0, (∀ a, IsUnit (W - (x : ℂ) • sitePotential v a).det) ∧
      IsUnit (avgGreen W p v x).det) ∧
    ∀ i j, Tendsto (fun x : ℝ => selfEnergy W p v x i j / (x : ℂ) ^ 2) (𝓝[≠] 0)
      (𝓝 ((covariance p v i j : ℂ) * W⁻¹ i j)) := by
  have hF : ∀ a, Tendsto (fun x : ℝ => W - (x : ℂ) • sitePotential v a) (𝓝 0) (𝓝 W) := by
    intro a
    have hc : Continuous fun x : ℝ => W - (x : ℂ) • sitePotential v a :=
      continuous_const.sub (Complex.continuous_ofReal.smul continuous_const)
    have k := hc.tendsto 0
    simp only [Complex.ofReal_zero, zero_smul, sub_zero] at k
    exact k
  have hG : ∀ a, Tendsto (fun x : ℝ => green W v x a) (𝓝 0) (𝓝 W⁻¹) :=
    fun a => (inverse_stable (hF a) hW).1
  have hA : Tendsto (fun x : ℝ => avgGreen W p v x) (𝓝 0) (𝓝 W⁻¹) := by
    have hp' : ∑ a, (p a : ℂ) = 1 := by exact_mod_cast hp
    have k := tendsto_finsetSum Finset.univ fun a _ => (hG a).const_smul (p a : ℂ)
    rw [← Finset.sum_smul, hp', one_smul] at k
    exact k
  have hWi : IsUnit (W⁻¹).det := Matrix.isUnit_nonsing_inv_det W hW
  have hex : ∀ᶠ x : ℝ in 𝓝 0, (∀ a, IsUnit (W - (x : ℂ) • sitePotential v a).det) ∧
      IsUnit (avgGreen W p v x).det :=
    (eventually_all.2 fun a => (inverse_stable (hF a) hW).2).and (inverse_stable hA hWi).2
  refine ⟨hex, fun i j => ?_⟩
  -- the exact prefactor of `x²` converges to the averaged `V G V`
  have hM : Tendsto (fun x : ℝ => scattering W p v x) (𝓝 0)
      (𝓝 (∑ a, (p a : ℂ) • (sitePotential v a * W⁻¹ * sitePotential v a))) :=
    tendsto_finsetSum Finset.univ fun a _ =>
      ((tendsto_const_nhds.mul (hG a)).mul tendsto_const_nhds).const_smul (p a : ℂ)
  have hlim := (hM.mul_const W⁻¹).mul (inverse_stable hA hWi).1
  rw [mul_assoc, Matrix.mul_nonsing_inv _ hWi, mul_one] at hlim
  have hentry : Continuous fun M : Matrix n n ℂ => M i j := continuous_id.matrix_elem i j
  have hij := (hentry.tendsto _).comp hlim
  have hval : (∑ a, (p a : ℂ) • (sitePotential v a * W⁻¹ * sitePotential v a)) i j
      = (covariance p v i j : ℂ) * W⁻¹ i j := by
    simp only [covariance, sitePotential, Matrix.sum_apply, Matrix.smul_apply,
      Matrix.mul_diagonal, Matrix.diagonal_mul, smul_eq_mul, Complex.ofReal_sum,
      Complex.ofReal_mul, Finset.sum_mul]
    exact Finset.sum_congr rfl fun a _ => by ring
  rw [hval] at hij
  refine (hij.mono_left nhdsWithin_le_nhds).congr' ?_
  filter_upwards [hex.filter_mono nhdsWithin_le_nhds, self_mem_nhdsWithin] with x hx hx0
  have hx2 : (x : ℂ) ^ 2 ≠ 0 := pow_ne_zero 2 (Complex.ofReal_ne_zero.mpr hx0)
  rw [selfEnergy_eq W p v x hW hp hmean hx.1 hx.2, Matrix.smul_apply, smul_eq_mul,
    mul_div_cancel_left₀ _ hx2]
  rfl

/-- For invertible `W`, weights summing to one and site energies of mean zero: if the energies of
sites `i` and `j` are correlated and `W⁻¹` connects the sites, then so does the self-energy at
every sufficiently weak nonzero disorder. -/
theorem selfEnergy_nonlocal (W : Matrix n n ℂ) (p : ι → ℝ) (v : ι → n → ℝ)
    (hW : IsUnit W.det) (hp : ∑ a, p a = 1) (hmean : ∀ i, ∑ a, p a * v a i = 0)
    (i j : n) (hC : covariance p v i j ≠ 0) (hG : W⁻¹ i j ≠ 0) :
    ∀ᶠ x : ℝ in 𝓝[≠] 0, selfEnergy W p v x i j ≠ 0 := by
  have hn : ∀ᶠ z in 𝓝 ((covariance p v i j : ℂ) * W⁻¹ i j), z ≠ 0 :=
    isOpen_ne.mem_nhds (mul_ne_zero (Complex.ofReal_ne_zero.mpr hC) hG)
  filter_upwards [((selfEnergy_second_order W p v hW hp hmean).2 i j).eventually hn]
    with x hx h0
  exact hx (by rw [h0, zero_div])

/-- The matrix `W` of a two-site molecule with unit coupling and zero diagonal. -/
def dimer : Matrix (Fin 2) (Fin 2) ℂ := !![0, 1; 1, 0]

/-- Two configurations of the molecule, with site energies `(1, s)` and `(-1, -s)`. -/
def dimerEnergies (s : ℝ) : Fin 2 → Fin 2 → ℝ := ![![1, s], ![-1, -s]]

/-- For the two-site molecule with equally likely site energies `±(1, s)` and `s x² ≠ 1`, both
matrices `dimer - x V_a` are invertible, the averaged Green matrix is `dimer / (1 - s x²)`, and the
self-energy is exactly `s x²` times `dimer`. -/
theorem dimer_selfEnergy (s x : ℝ) (hs : s * x ^ 2 ≠ 1) :
    (∀ a, IsUnit (dimer - (x : ℂ) • sitePotential (dimerEnergies s) a).det) ∧
    avgGreen dimer (fun _ => 1 / 2) (dimerEnergies s) x
      = (1 - (s : ℂ) * (x : ℂ) ^ 2)⁻¹ • dimer ∧
    selfEnergy dimer (fun _ => 1 / 2) (dimerEnergies s) x
      = ((s : ℂ) * (x : ℂ) ^ 2) • dimer := by
  have hd : 1 - (s : ℂ) * (x : ℂ) ^ 2 ≠ 0 := by
    intro h
    have k : ((s * x ^ 2 : ℝ) : ℂ) = 1 := by
      push_cast
      linear_combination -h
    exact hs (by exact_mod_cast k)
  have hd' : 1 - (s : ℂ) * (-(x : ℂ)) ^ 2 ≠ 0 := by rwa [neg_sq]
  have hM0 : dimer - (x : ℂ) • sitePotential (dimerEnergies s) 0
      = !![-(x : ℂ), 1; 1, -((x : ℂ) * s)] := by
    ext i j
    fin_cases i <;> fin_cases j <;> simp [dimer, sitePotential, dimerEnergies]
  have hM1 : dimer - (x : ℂ) • sitePotential (dimerEnergies s) 1
      = !![-(-(x : ℂ)), 1; 1, -(-(x : ℂ) * s)] := by
    ext i j
    fin_cases i <;> fin_cases j <;> simp [dimer, sitePotential, dimerEnergies]
  -- determinant and inverse for either sign of the disorder
  have hdet : ∀ y : ℂ, 1 - (s : ℂ) * y ^ 2 ≠ 0 →
      IsUnit (!![-y, 1; 1, -(y * s)] : Matrix (Fin 2) (Fin 2) ℂ).det := by
    intro y hy
    rw [Matrix.det_fin_two_of, isUnit_iff_ne_zero]
    intro h
    exact hy (by linear_combination -h)
  have hinv : ∀ y : ℂ, 1 - (s : ℂ) * y ^ 2 ≠ 0 →
      (!![-y, 1; 1, -(y * s)] : Matrix (Fin 2) (Fin 2) ℂ)⁻¹
        = (1 - (s : ℂ) * y ^ 2)⁻¹ • !![y * s, 1; 1, y] := by
    intro y hy
    have k : (!![-y, 1; 1, -(y * s)] : Matrix (Fin 2) (Fin 2) ℂ) * !![y * s, 1; 1, y]
        = (1 - (s : ℂ) * y ^ 2) • 1 := by
      ext i j
      fin_cases i <;> fin_cases j <;> simp [Matrix.mul_apply, Fin.sum_univ_two] <;> ring
    apply Matrix.inv_eq_right_inv
    rw [mul_smul_comm, k, smul_smul, inv_mul_cancel₀ hy, one_smul]
  have hA : avgGreen dimer (fun _ => 1 / 2) (dimerEnergies s) x
      = (1 - (s : ℂ) * (x : ℂ) ^ 2)⁻¹ • dimer := by
    rw [avgGreen, Fin.sum_univ_two, green, green, hM0, hM1, hinv _ hd, hinv _ hd', neg_sq]
    generalize (1 - (s : ℂ) * (x : ℂ) ^ 2)⁻¹ = c
    ext i j
    fin_cases i <;> fin_cases j <;> simp [dimer] <;> ring
  refine ⟨Fin.forall_fin_two.2 ⟨?_, ?_⟩, hA, ?_⟩
  · rw [hM0]
    exact hdet _ hd
  · rw [hM1]
    exact hdet _ hd'
  · have hsq : dimer * dimer = 1 := by
      ext i j
      fin_cases i <;> fin_cases j <;> simp [dimer, Matrix.mul_apply, Fin.sum_univ_two]
    have hAi : ((1 - (s : ℂ) * (x : ℂ) ^ 2)⁻¹ • dimer)⁻¹
        = (1 - (s : ℂ) * (x : ℂ) ^ 2) • dimer := by
      apply Matrix.inv_eq_right_inv
      rw [smul_mul_assoc, mul_smul_comm, hsq, smul_smul, inv_mul_cancel₀ hd, one_smul]
    rw [selfEnergy, hA, hAi]
    module

end

end ShortRangeOrderSelfEnergy
```

```lean
#print axioms ShortRangeOrderSelfEnergy.selfEnergy_second_order
-- 'ShortRangeOrderSelfEnergy.selfEnergy_second_order' depends on axioms: [propext, Classical.choice, Quot.sound]
#print axioms ShortRangeOrderSelfEnergy.selfEnergy_nonlocal
-- 'ShortRangeOrderSelfEnergy.selfEnergy_nonlocal' depends on axioms: [propext, Classical.choice, Quot.sound]
#print axioms ShortRangeOrderSelfEnergy.dimer_selfEnergy
-- 'ShortRangeOrderSelfEnergy.dimer_selfEnergy' depends on axioms: [propext, Classical.choice, Quot.sound]
```

`dyson_twice` replaces the inverses by letters `R` and `G`, keeps their product identities, and derives the two Dyson equations as `h1` and `h2` before combining them. `avgGreen_eq` averages the result, with `hV` removing the linear term. `selfEnergy_eq` is the exact formula for $S$.

`inverse_stable` writes an inverse as adjugate over determinant. Both are continuous, and a determinant with nonzero limit stays nonzero nearby. In the main theorem this yields `hex`, the existence of all inverses; `hM` gives the limit of $M$, and `hval` computes its entries. The last lines cancel $x^2$ using `selfEnergy_eq`.

`selfEnergy_nonlocal` follows because a quotient with nonzero limit is eventually nonzero. `dimer_selfEnergy` proves the $2\times2$ inverse once for general `y`, then uses it at $x$ and $-x$.
